# Hermite Polynomials Are Eigenmodes of the One-Dimensional Preconditioned Crank-Nicolson Proposal

## Memory of the starting point

A Markov chain Monte Carlo run usually starts at an untypical point, and its early averages carry a bias from that start. How many moves to discard depends on how fast this bias decays. For the preconditioned Crank-Nicolson proposal in one dimension, with every move accepted,

x ↦ r x + √(1 − r²) z, z standard Gaussian, |r| ≤ 1,

the rate can be found exactly for polynomial observables. Many texts write the move with a step size β, where r = √(1 − β²); here r may also be negative.

The same formula with r = exp(−γ Δt) updates one momentum component of a particle of mass m at temperature T, in units of √(m k_B T), in a friction-and-noise substep of length Δt in Langevin dynamics with friction rate γ. The result describes that substep alone, without forces.

## One move, mode by mode

Write E for the average over z, s = √(1 − r²) and y = r x + s z. The probabilists' Hermite polynomials satisfy He_0 = 1 and He_{n+1} = x He_n − He_n′. The claim is

E[He_n(y)] = rⁿ He_n(x).

**Integration by parts.** For a polynomial p, the derivative of p(z) exp(−z²/2) is (p′(z) − z p(z)) exp(−z²/2). Its integral over the line vanishes, so E[z p(z)] = E[p′(z)].

**Recurrence.** First, He_1′ = 1 = He_0. If He_{n+1}′ = (n+1) He_n, then

He_{n+2}′ = He_{n+1} + x He_{n+1}′ − He_{n+1}″
= He_{n+1} + (n+1)(x He_n − He_n′)
= (n+2) He_{n+1}.

The derivative rule therefore holds for all n, and

He_{n+2} = x He_{n+1} − (n+1) He_n.

**Induction.** For n = 0 both sides are 1. For n = 1, E[y] = r x, because E[z] = 0. For the step, insert y into the recurrence:

E[He_{n+2}(y)] = r x E[He_{n+1}(y)] + s E[z He_{n+1}(y)] − (n+1) E[He_n(y)].

By parts, the middle term is s²(n+1) E[He_n(y)]. One factor s comes from the noise and the other from the chain rule; forgetting the second spoils the result already for He_2. Since s² − 1 = −r²,

E[He_{n+2}(y)] = r^{n+2} (x He_{n+1}(x) − (n+1) He_n(x)) = r^{n+2} He_{n+2}(x).

## Many moves

Every polynomial is a finite sum f = Σ c_n He_n: the constant 1 is He_0, and multiplication by x keeps such sums within the same form, by x He_0 = He_1 and the recurrence. After k moves the expectation is

Σ c_n (rⁿ)ᵏ He_n(x).

For |r| < 1 this tends to c_0, and each term with n ≥ 1 shrinks in size by the factor |r|ⁿ per move. Setting r = 0 in the one-move formula draws y directly from the Gaussian, so c_0 is the equilibrium mean of f. At r = 1 the chain never moves.

## The statement in Lean

`He n` is Mathlib's integer Hermite polynomial with real coefficients. `gaussMean` integrates against exp(−z²/2) and divides by √(2π). `pcnStep r f x` is the expectation of f after one move from x, and its iterate `(pcnStep r)^[k]` represents k moves with fresh independent noise.

`pcn_hermite` states the eigenmode relation for every real x and natural n, under |r| ≤ 1. `pcn_converges` states the limit for every polynomial and every start, under |r| < 1. For |r| > 1 Lean's square root returns 0, and the eigenmode formula fails at n = 2.

The step to a general sampler is the accept-reject test for a non-Gaussian target. Here every proposal is accepted, as is correct when the target is the standard Gaussian itself.

```lean
import Mathlib

open Polynomial MeasureTheory Filter Topology

namespace PreconditionedCrankNicolson

noncomputable section

/-- The probabilists' Hermite polynomial with real coefficients. -/
def He (n : ℕ) : ℝ[X] := (hermite n).map (Int.castRingHom ℝ)

/-- The mean of an observable over a standard Gaussian variable. -/
def gaussMean (f : ℝ → ℝ) : ℝ :=
  (∫ z : ℝ, f z * Real.exp (-z ^ 2 / 2)) / √(2 * Real.pi)

/-- The expected value of `f` after one preconditioned Crank-Nicolson move
`x ↦ r x + √(1 - r²) z` with standard Gaussian noise `z`, for `|r| ≤ 1`. -/
def pcnStep (r : ℝ) (f : ℝ → ℝ) (x : ℝ) : ℝ :=
  gaussMean fun z => f (r * x + √(1 - r ^ 2) * z)

/-- Every polynomial is integrable against the Gaussian weight. -/
theorem integrable_poly (p : ℝ[X]) :
    Integrable (fun z : ℝ => p.eval z * Real.exp (-z ^ 2 / 2)) := by
  refine Polynomial.induction_on' p (fun p q hp hq => ?_) (fun n a => ?_)
  · simp only [eval_add, add_mul]
    exact hp.add hq
  · have hn : (-1 : ℝ) < (n : ℝ) := by
      have := Nat.cast_nonneg (α := ℝ) n
      linarith
    have h := (integrable_rpow_mul_exp_neg_mul_sq (b := 1 / 2) (by norm_num) hn).const_mul a
    refine h.congr (Filter.Eventually.of_forall fun z => ?_)
    simp only [Real.rpow_natCast, eval_monomial]
    rw [show -z ^ 2 / 2 = -(1 / 2) * z ^ 2 by ring]
    ring

/-- The Gaussian mean as a linear functional on polynomial observables. -/
def polyMean : ℝ[X] →ₗ[ℝ] ℝ where
  toFun p := gaussMean fun z => p.eval z
  map_add' p q := by
    simp only [gaussMean, eval_add, add_mul]
    rw [integral_add (integrable_poly p) (integrable_poly q), add_div]
  map_smul' a p := by
    simp only [gaussMean, eval_smul, smul_eq_mul, mul_assoc, RingHom.id_apply]
    rw [integral_const_mul, mul_div_assoc]

/-- The Gaussian mean is normalised: the constant observable 1 has mean 1. -/
theorem polyMean_one : polyMean 1 = 1 := by
  have h : ∫ z : ℝ, Real.exp (-z ^ 2 / 2) = √(2 * Real.pi) := by
    rw [show 2 * Real.pi = Real.pi / (1 / 2) by ring, ← integral_gaussian (1 / 2)]
    refine integral_congr_ae (Filter.Eventually.of_forall fun z => ?_)
    show Real.exp _ = Real.exp _
    congr 1
    ring
  show gaussMean (fun z => (1 : ℝ[X]).eval z) = 1
  simp only [gaussMean, eval_one, one_mul, h]
  exact div_self (by positivity)

/-- Gaussian integration by parts: the mean of `z p(z)` equals the mean of `p'(z)`
for every polynomial `p`. -/
theorem gaussian_by_parts (p : ℝ[X]) : polyMean (X * p) = polyMean (derivative p) := by
  have hd : ∀ z : ℝ, HasDerivAt (fun z : ℝ => p.eval z * Real.exp (-z ^ 2 / 2))
      ((derivative p - X * p).eval z * Real.exp (-z ^ 2 / 2)) z := by
    intro z
    have h1 : HasDerivAt (fun y : ℝ => -y ^ 2 / 2) (-z) z :=
      ((hasDerivAt_pow 2 z).fun_neg.div_const 2).congr_deriv (by
        show -(((2 : ℕ) : ℝ) * z ^ 1) / 2 = -z
        push_cast
        ring)
    exact ((p.hasDerivAt z).fun_mul h1.exp).congr_deriv (by
      simp only [eval_sub, eval_mul, eval_X]
      ring)
  -- the integral of a total derivative vanishes
  have h := integral_eq_zero_of_hasDerivAt_of_integrable hd
    (integrable_poly _) (integrable_poly p)
  have h0 : polyMean (derivative p - X * p) = 0 := by
    show (∫ z : ℝ, (derivative p - X * p).eval z * Real.exp (-z ^ 2 / 2)) / _ = 0
    rw [h, zero_div]
  rw [LinearMap.map_sub] at h0
  linarith

private theorem He_zero : He 0 = 1 := by simp [He]

private theorem He_succ (n : ℕ) : He (n + 1) = X * He n - derivative (He n) := by
  simp only [He, hermite_succ, Polynomial.map_sub, Polynomial.map_mul, map_X, derivative_map]

private theorem He_one : He 1 = X := by
  rw [show (1 : ℕ) = 0 + 1 from rfl, He_succ, He_zero]
  simp

/-- Differentiation lowers a Hermite mode: `He_(n+1)' = (n+1) He_n`. -/
theorem He_deriv (n : ℕ) : derivative (He (n + 1)) = C ((n : ℝ) + 1) * He n := by
  induction n with
  | zero =>
    rw [He_succ, He_zero]
    simp
  | succ n ih =>
    rw [He_succ (n + 1), derivative_sub, derivative_mul, derivative_X, ih, derivative_mul,
      derivative_C, He_succ n]
    simp only [Nat.cast_add, Nat.cast_one, C_add, C_1]
    ring

private theorem He_rec (n : ℕ) :
    He (n + 2) = X * He (n + 1) - C ((n : ℝ) + 1) * He n := by
  show He (n + 1 + 1) = _
  rw [He_succ (n + 1), He_deriv]

private theorem pcn_eq (r x : ℝ) (p : ℝ[X]) : pcnStep r (fun y => p.eval y) x =
    polyMean (p.comp (C (r * x) + C √(1 - r ^ 2) * X)) := by
  show _ = gaussMean fun z => (p.comp (C (r * x) + C √(1 - r ^ 2) * X)).eval z
  simp only [pcnStep, eval_comp, eval_add, eval_mul, eval_C, eval_X]

/-- For `|r| ≤ 1`, one preconditioned Crank-Nicolson move multiplies the expected value of
the Hermite mode `He_n` by `r^n`, from every starting point `x`. -/
theorem pcn_hermite {r : ℝ} (hr : |r| ≤ 1) (n : ℕ) (x : ℝ) :
    pcnStep r (fun y => (He n).eval y) x = r ^ n * (He n).eval x := by
  have hs : √(1 - r ^ 2) ^ 2 = 1 - r ^ 2 := Real.sq_sqrt (by
    have := (sq_le_one_iff_abs_le_one r).2 hr
    linarith)
  induction n using Nat.twoStepInduction with
  | zero =>
    rw [pcn_eq]
    simp [He_zero, polyMean_one]
  | one =>
    have hX : polyMean X = 0 := by simpa using gaussian_by_parts 1
    rw [pcn_eq, He_one, X_comp, ← mul_one (C (r * x)), ← smul_eq_C_mul, ← smul_eq_C_mul,
      LinearMap.map_add, LinearMap.map_smul, LinearMap.map_smul, hX, polyMean_one]
    simp
  | more n h0 h1 =>
    rw [pcn_eq] at h0 h1 ⊢
    generalize √(1 - r ^ 2) = s at *
    -- the three-term recurrence at the proposed point
    have key : (He (n + 2)).comp (C (r * x) + C s * X) =
        (r * x) • (He (n + 1)).comp (C (r * x) + C s * X)
        + s • (X * (He (n + 1)).comp (C (r * x) + C s * X))
        - ((n : ℝ) + 1) • (He n).comp (C (r * x) + C s * X) := by
      rw [He_rec]
      simp only [sub_comp, mul_comp, X_comp, C_comp, smul_eq_C_mul]
      ring
    have hd : derivative ((He (n + 1)).comp (C (r * x) + C s * X)) =
        (s * ((n : ℝ) + 1)) • (He n).comp (C (r * x) + C s * X) := by
      rw [derivative_comp, He_deriv]
      simp only [derivative_add, derivative_mul, derivative_C, derivative_X, mul_comp,
        C_comp, smul_eq_C_mul, C_mul]
      ring
    -- integrate the noise term by parts
    rw [key, LinearMap.map_sub, LinearMap.map_add, LinearMap.map_smul, LinearMap.map_smul,
      LinearMap.map_smul, gaussian_by_parts, hd, LinearMap.map_smul, h0, h1, He_rec]
    simp only [smul_eq_mul, eval_sub, eval_mul, eval_X, eval_C]
    linear_combination ((n : ℝ) + 1) * r ^ n * (He n).eval x * hs

private theorem pcn_sum {r : ℝ} (hr : |r| ≤ 1) (s : Finset ℕ) (c : ℕ → ℝ) (x : ℝ) :
    pcnStep r (fun y => ∑ n ∈ s, c n * (He n).eval y) x =
      ∑ n ∈ s, c n * r ^ n * (He n).eval x := by
  have h : pcnStep r (fun y => ∑ n ∈ s, c n * (He n).eval y) x =
      polyMean (∑ n ∈ s, c n • (He n).comp (C (r * x) + C √(1 - r ^ 2) * X)) := by
    show _ = gaussMean fun z =>
      (∑ n ∈ s, c n • (He n).comp (C (r * x) + C √(1 - r ^ 2) * X)).eval z
    simp only [pcnStep, eval_finsetSum, eval_smul, smul_eq_mul, eval_comp, eval_add,
      eval_mul, eval_C, eval_X]
  rw [h, _root_.map_sum]
  refine Finset.sum_congr rfl fun n _ => ?_
  rw [LinearMap.map_smul, ← pcn_eq, pcn_hermite hr, smul_eq_mul, mul_assoc]

/-- For `|r| ≤ 1`, after `k` moves the `n`-th coefficient of a finite Hermite expansion
is multiplied by `(r^n)^k`. -/
theorem pcn_iterate {r : ℝ} (hr : |r| ≤ 1) (s : Finset ℕ) (c : ℕ → ℝ) (k : ℕ) (x : ℝ) :
    (pcnStep r)^[k] (fun y => ∑ n ∈ s, c n * (He n).eval y) x =
      ∑ n ∈ s, c n * (r ^ n) ^ k * (He n).eval x := by
  induction k generalizing c with
  | zero => simp
  | succ k ih =>
    have h : pcnStep r (fun y => ∑ n ∈ s, c n * (He n).eval y) =
        fun y => ∑ n ∈ s, c n * r ^ n * (He n).eval y := funext (pcn_sum hr s c)
    rw [Function.iterate_succ_apply, h]
    refine (ih (fun n => c n * r ^ n)).trans (Finset.sum_congr rfl fun n _ => ?_)
    rw [pow_succ (r ^ n) k]
    ring

/-- Every real polynomial is a finite linear combination of Hermite polynomials. -/
theorem hermite_span (p : ℝ[X]) : p ∈ Submodule.span ℝ (Set.range He) := by
  have hm : ∀ n, He n ∈ Submodule.span ℝ (Set.range He) :=
    fun n => Submodule.subset_span ⟨n, rfl⟩
  -- multiplication by the coordinate preserves the span
  have hX : ∀ q ∈ Submodule.span ℝ (Set.range He),
      X * q ∈ Submodule.span ℝ (Set.range He) := by
    intro q hq
    induction hq using Submodule.span_induction with
    | mem q h =>
      obtain ⟨n, rfl⟩ := h
      cases n with
      | zero =>
        rw [He_zero, mul_one, ← He_one]
        exact hm 1
      | succ n =>
        have h : X * He (n + 1) = He (n + 2) + ((n : ℝ) + 1) • He n := by
          rw [He_rec, smul_eq_C_mul]
          ring
        rw [h]
        exact Submodule.add_mem _ (hm _) (Submodule.smul_mem _ _ (hm _))
    | zero => simp
    | add a b _ _ ha hb =>
      rw [mul_add]
      exact Submodule.add_mem _ ha hb
    | smul c a _ ha =>
      rw [mul_smul_comm]
      exact Submodule.smul_mem _ c ha
  have hp : ∀ n : ℕ, (X : ℝ[X]) ^ n ∈ Submodule.span ℝ (Set.range He) := by
    intro n
    induction n with
    | zero =>
      rw [pow_zero, ← He_zero]
      exact hm 0
    | succ n ih =>
      rw [pow_succ']
      exact hX _ ih
  refine Polynomial.induction_on' p (fun p q hp hq => Submodule.add_mem _ hp hq)
    (fun n a => ?_)
  rw [← C_mul_X_pow_eq_monomial, ← smul_eq_C_mul]
  exact Submodule.smul_mem _ a (hp n)

/-- For `|r| < 1`, the expected value of any polynomial observable after `k` moves tends to
its standard Gaussian mean as `k` grows, from every starting point `x`. -/
theorem pcn_converges {r : ℝ} (hr : |r| < 1) (p : ℝ[X]) (x : ℝ) :
    Tendsto (fun k : ℕ => (pcnStep r)^[k] (fun y => p.eval y) x) atTop
      (𝓝 (gaussMean fun z => p.eval z)) := by
  obtain ⟨c, hc⟩ := Finsupp.mem_span_range_iff_exists_finsupp.1 (hermite_span p)
  have hf : (fun y => p.eval y) = fun y => ∑ n ∈ c.support, c n * (He n).eval y := by
    ext y
    rw [← hc]
    simp only [Finsupp.sum, eval_finsetSum, eval_smul, smul_eq_mul]
  -- a move with r = 0 samples the equilibrium distribution directly
  have h := pcn_sum (r := 0) (by norm_num) c.support c x
  have h1 : √(1 - (0 : ℝ) ^ 2) = 1 := by norm_num
  simp only [pcnStep, h1, zero_mul, zero_add, one_mul] at h
  rw [hf, h]
  simp only [pcn_iterate hr.le]
  refine tendsto_finsetSum _ fun n _ => ?_
  have ht : Tendsto (fun k : ℕ => (r ^ n) ^ k) atTop (𝓝 ((0 : ℝ) ^ n)) := by
    rcases Nat.eq_zero_or_pos n with hn | hn
    · simp only [hn, pow_zero, one_pow]
      exact tendsto_const_nhds
    · rw [zero_pow hn.ne']
      refine tendsto_pow_atTop_nhds_zero_of_abs_lt_one ?_
      rw [abs_pow]
      exact pow_lt_one₀ (abs_nonneg r) hr hn.ne'
  exact (ht.const_mul (c n)).mul_const _

end

end PreconditionedCrankNicolson
```

```lean
#print axioms PreconditionedCrankNicolson.pcn_hermite
-- 'PreconditionedCrankNicolson.pcn_hermite' depends on axioms: [propext, Classical.choice, Quot.sound]
#print axioms PreconditionedCrankNicolson.pcn_converges
-- 'PreconditionedCrankNicolson.pcn_converges' depends on axioms: [propext, Classical.choice, Quot.sound]
```

## From the derivation to the code

`integrable_poly` checks integrability on monomials and extends it by addition. This lets `polyMean` treat the average as a linear functional, and `gaussian_by_parts` supplies the integration by parts. `He_deriv` and `He_rec` are the derivative rule and the recurrence.

`pcn_eq` rewrites a move as `polyMean` of a composed polynomial. In `pcn_hermite`, `key` is the recurrence at y and `hd` is the chain rule with its factor s. The final `linear_combination` uses `hs`, which says s² = 1 − r².

`pcn_sum` extends the relation to finite sums, and `pcn_iterate` repeats it by induction on k; in both, `s` names the finite index set. `hermite_span` provides the expansion of a polynomial. `pcn_converges` then takes the limit term by term, with `0 ^ n` selecting the n = 0 coefficient.
